# With inflow penalty strength at least 1/2, every eigenvalue of the central-difference transport operator has positive real part

Let u(x, t) be a quantity carried to the right at unit speed along an interval,

∂u/∂t + ∂u/∂x = 0,

so that data enter at the left end and leave at the right. Take equally spaced points 0, 1, …, n with n ≥ 1 and spacing h > 0, and let v = (v₀, …, vₙ) be a complex grid function. The difference matrix D is defined by

(Dv)₀ = (v₁ − v₀)/h,

(Dv)ₖ = (vₖ₊₁ − vₖ₋₁)/(2h) for 0 < k < n,

(Dv)ₙ = (vₙ − vₙ₋₁)/h.

The norm matrix H = h diag(1/2, 1, …, 1, 1/2) carries the trapezoidal weights, written wₖ, and e₀ is the unit vector at the inflow point. The penalized operator is

A = D + τ H⁻¹ e₀ e₀ᵀ.

The real number τ sets how strongly the value at point 0 is pulled towards the prescribed inflow value. With zero inflow data the grid function evolves by dv/dt = −Av, so an eigenvalue of A with positive real part belongs to a decaying mode.

**Claim.** If τ ≥ 1/2, every complex eigenvalue of A has strictly positive real part, and A is invertible. The usual choice τ = 1 is included.

## Energy leaves through the boundary

When dv/dt = −Av, the discrete energy Σₖ wₖ|vₖ|² changes at the rate −2 Re(v†HAv), so the sign of this real part decides whether energy is lost. Multiplication by H removes the spacing:

(HAv)₀ = (v₁ − v₀)/2 + τv₀,

(HAv)ₖ = (vₖ₊₁ − vₖ₋₁)/2 for 0 < k < n,

(HAv)ₙ = (vₙ − vₙ₋₁)/2.

Multiply row k by conj(vₖ), take real parts, and write aₖ = Re(conj(vₖ) vₖ₊₁). Since Re(conj(vₖ) vₖ₋₁) = aₖ₋₁, an interior row contributes (aₖ − aₖ₋₁)/2, and the interior rows sum to (aₙ₋₁ − a₀)/2. Row 0 contributes a₀/2 + (τ − 1/2)|v₀|², and row n contributes |vₙ|²/2 − aₙ₋₁/2. The a-terms cancel, leaving

Re(v†HAv) = (τ − 1/2)|v₀|² + |vₙ|²/2.

For n = 1 there are no interior rows, and the terms a₀/2 and −a₀/2 from the two end rows cancel directly. The differences alone give −|v₀|²/2 at the inflow; a penalty with τ ≥ 1/2 compensates for it.

Now let Av = μv with v ≠ 0. Suppose vₙ = 0. The last row reads (vₙ − vₙ₋₁)/2 = (h/2)μvₙ, so vₙ₋₁ = 0. An interior row reads (vₖ₊₁ − vₖ₋₁)/2 = hμvₖ, so two neighbouring zeros vₖ₊₁ = vₖ = 0 force vₖ₋₁ = 0. Going upstream from k = n − 1 to k = 1 gives v = 0, a contradiction. Hence vₙ ≠ 0.

For this eigenvector the energy balance becomes

Re μ · Σₖ wₖ|vₖ|² = (τ − 1/2)|v₀|² + |vₙ|²/2 > 0.

The sum on the left is nonnegative, so Re μ > 0. In particular 0 is not an eigenvalue, and A is invertible. Without the penalty this fails: D sends constant grid functions to zero.

## Grid functions and matrices in Lean

```lean
import Mathlib

open Matrix

namespace InflowPenaltySpectrum

noncomputable section
```

A grid function has type `Fin (n + 1) → ℂ`. The unit vector eₖ is called `pt k`, with k a natural number, so that neighbours can be written `k + 1` and `k - 1`.

```lean
/-- For `k ≤ n`, the unit grid function `e_k`, equal to one at point `k` and zero at the other
points; for `k > n`, the zero function. -/
def pt {n : ℕ} (k : ℕ) : Fin (n + 1) → ℂ := fun j => if (j : ℕ) = k then 1 else 0
```

Each row of D is a scaled difference of two unit vectors.

```lean
/-- The difference matrix on points `0..n` with spacing `h ≠ 0`, for `n ≥ 1`:
one-sided at both ends and central inside. -/
def diffMatrix (n : ℕ) (h : ℝ) : Matrix (Fin (n + 1)) (Fin (n + 1)) ℂ := fun i =>
  if (i : ℕ) = 0 then (h : ℂ)⁻¹ • (pt 1 - pt 0)
  else if (i : ℕ) = n then (h : ℂ)⁻¹ • (pt i - pt (i - 1))
  else (2 * h : ℂ)⁻¹ • (pt (i + 1) - pt (i - 1))
```

The weights wₖ and the matrix H follow.

```lean
/-- The trapezoidal weights: `h / 2` at the two end points and `h` inside. -/
def weight (n : ℕ) (h : ℝ) (k : ℕ) : ℝ := if k = 0 ∨ k = n then h / 2 else h

/-- The diagonal norm matrix `H` that carries the trapezoidal weights. -/
def normMatrix (n : ℕ) (h : ℝ) : Matrix (Fin (n + 1)) (Fin (n + 1)) ℂ :=
  Matrix.diagonal fun i => (weight n h i : ℂ)
```

The matrix A is called `transport n h τ`. It has the sign of +∂/∂x, and `Matrix.vecMulVec (pt 0) (pt 0)` is e₀e₀ᵀ.

```lean
/-- The transport operator `D + τ H⁻¹ e₀ e₀ᵀ` with inflow penalty of strength `τ`,
for spacing `h ≠ 0` and `n ≥ 1`. -/
def transport (n : ℕ) (h τ : ℝ) : Matrix (Fin (n + 1)) (Fin (n + 1)) ℂ :=
  diffMatrix n h + (τ : ℂ) • ((normMatrix n h)⁻¹ * Matrix.vecMulVec (pt 0) (pt 0))
```

The function `stencil` gives the rows of HA, not of A, acting on a sequence `u` indexed by natural numbers.

```lean
/-- The stencil of the penalized operator after multiplication by the weights,
acting on a sequence `u` of grid values. -/
def stencil (n : ℕ) (τ : ℝ) (u : ℕ → ℂ) (k : ℕ) : ℂ :=
  if k = 0 then (u 1 - u 0) / 2 + τ * u 0
  else if k = n then (u k - u (k - 1)) / 2
  else (u (k + 1) - u (k - 1)) / 2
```

## Removing the spacing

The product `⬝ᵥ` does not conjugate, so pairing with `pt i` returns the value vᵢ.

```lean
/-- Pairing with the unit grid function of a point reads off the value there. -/
theorem pt_dot {n : ℕ} (v : Fin (n + 1) → ℂ) (i : Fin (n + 1)) :
    pt (i : ℕ) ⬝ᵥ v = v i := by
  simp [pt, dotProduct, Fin.val_inj]
```

This turns the rows of D into the difference quotients above.

```lean
/-- For `n ≥ 1` and `h ≠ 0`, the difference matrix acts on a grid function by the one-sided and
central difference quotients. -/
theorem diffMatrix_apply {n : ℕ} (h : ℝ) (v : Fin (n + 1) → ℂ) (i : Fin (n + 1)) :
    (diffMatrix n h *ᵥ v) i =
      if (i : ℕ) = 0 then (h : ℂ)⁻¹ * (pt 1 ⬝ᵥ v - pt 0 ⬝ᵥ v)
      else if (i : ℕ) = n then (h : ℂ)⁻¹ * (pt i ⬝ᵥ v - pt (i - 1) ⬝ᵥ v)
      else (2 * h : ℂ)⁻¹ * (pt (i + 1) ⬝ᵥ v - pt (i - 1) ⬝ᵥ v) := by
  change diffMatrix n h i ⬝ᵥ v = _
  unfold diffMatrix
  split_ifs <;> simp only [smul_dotProduct, sub_dotProduct, smul_eq_mul]
```

The next theorem is the formula for HAv. The weights are nonzero, so H is invertible and cancels H⁻¹ in the penalty. The three cases are the first, last and interior rows; in each, `linear_combination` uses h · h⁻¹ = 1.

```lean
/-- For `h > 0`, multiplying the penalized operator by `H` gives a stencil
free of the spacing. -/
theorem weighted_row {n : ℕ} {h : ℝ} (hh : 0 < h) (τ : ℝ)
    (v : Fin (n + 1) → ℂ) (i : Fin (n + 1)) :
    (normMatrix n h *ᵥ (transport n h τ *ᵥ v)) i =
      stencil n τ (fun k => pt k ⬝ᵥ v) i := by
  have hdet : IsUnit (normMatrix n h).det := by
    rw [normMatrix, Matrix.det_diagonal]
    refine isUnit_iff_ne_zero.mpr (Finset.prod_ne_zero_iff.mpr fun j _ => ?_)
    have hw : weight n h j ≠ 0 := by
      unfold weight
      split_ifs <;> positivity
    exact_mod_cast hw
  -- the norm matrix cancels its inverse in the penalty
  have hM : normMatrix n h * transport n h τ = normMatrix n h * diffMatrix n h +
      (τ : ℂ) • Matrix.vecMulVec (pt 0) (pt 0) := by
    rw [transport, Matrix.mul_add, Matrix.mul_smul, ← Matrix.mul_assoc,
      Matrix.mul_nonsing_inv _ hdet, Matrix.one_mul]
  have hP : (Matrix.vecMulVec (pt 0) (pt 0) *ᵥ v) i =
      (if (i : ℕ) = 0 then 1 else 0) * (pt 0 ⬝ᵥ v) := by
    change ∑ j, pt 0 i * pt 0 j * v j = pt 0 i * ∑ j, pt 0 j * v j
    simp only [Finset.mul_sum, mul_assoc]
  have hc : (h : ℂ) * (h : ℂ)⁻¹ = 1 := mul_inv_cancel₀ (by exact_mod_cast hh.ne')
  rw [Matrix.mulVec_mulVec, hM, Matrix.add_mulVec, Matrix.smul_mulVec,
    ← Matrix.mulVec_mulVec, Pi.add_apply, Pi.smul_apply, hP, normMatrix,
    Matrix.mulVec_diagonal, diffMatrix_apply, smul_eq_mul, stencil]
  by_cases h0 : (i : ℕ) = 0
  · have hw : weight n h i = h / 2 := if_pos (Or.inl h0)
    simp only [hw, if_pos h0]
    push_cast
    linear_combination ((pt 1 ⬝ᵥ v - pt 0 ⬝ᵥ v) / 2) * hc
  · by_cases h1 : (i : ℕ) = n
    · have hw : weight n h i = h / 2 := if_pos (Or.inr h1)
      simp only [hw, if_neg h0, if_pos h1]
      push_cast
      linear_combination ((pt i ⬝ᵥ v - pt (i - 1) ⬝ᵥ v) / 2) * hc
    · have hw : weight n h i = h := if_neg (by tauto)
      simp only [hw, if_neg h0, if_neg h1]
      linear_combination ((pt (i + 1) ⬝ᵥ v - pt (i - 1) ⬝ᵥ v) / 2) * hc
```

## The energy balance

Here n is written as m + 1. The step `hin` is the telescoping sum over interior rows, after which the two end rows are split off and added.

```lean
/-- Summed against the grid values, the stencil on points `0..m+1` leaves only
boundary terms in the real part. -/
theorem stencil_sum (u : ℕ → ℂ) (τ : ℝ) (m : ℕ) :
    ∑ k ∈ Finset.range (m + 1 + 1), (star (u k) * stencil (m + 1) τ u k).re =
      (τ - 1 / 2) * ‖u 0‖ ^ 2 + 1 / 2 * ‖u (m + 1)‖ ^ 2 := by
  -- the interior contributions telescope
  have hin : ∑ k ∈ Finset.range m,
      (star (u (k + 1)) * stencil (m + 1) τ u (k + 1)).re =
      (star (u m) * u (m + 1)).re / 2 - (star (u 0) * u (0 + 1)).re / 2 := by
    refine (Finset.sum_congr rfl fun k hk => ?_).trans
      (Finset.sum_range_sub (fun k => (star (u k) * u (k + 1)).re / 2) m)
    have hk' := Finset.mem_range.mp hk
    have hr : stencil (m + 1) τ u (k + 1) = (u (k + 1 + 1) - u k) / 2 := by
      rw [stencil, if_neg (by omega), if_neg (by omega), Nat.add_sub_cancel]
    rw [hr]
    simp only [Complex.star_def, Complex.mul_re, Complex.conj_re, Complex.conj_im,
      Complex.sub_re, Complex.sub_im, Complex.div_ofNat_re, Complex.div_ofNat_im]
    ring
  have h0 : stencil (m + 1) τ u 0 = (u 1 - u 0) / 2 + τ * u 0 := if_pos rfl
  have h1 : stencil (m + 1) τ u (m + 1) = (u (m + 1) - u m) / 2 := by
    rw [stencil, if_neg (by omega), if_pos rfl, Nat.add_sub_cancel]
  rw [Finset.sum_range_succ, Finset.sum_range_succ', hin, h0, h1,
    ← Complex.normSq_eq_norm_sq, ← Complex.normSq_eq_norm_sq]
  simp only [Complex.normSq_apply, Complex.star_def, Complex.mul_re, Complex.mul_im,
    Complex.conj_re, Complex.conj_im, Complex.sub_re, Complex.sub_im, Complex.add_re,
    Complex.add_im, Complex.div_ofNat_re, Complex.div_ofNat_im, Complex.ofReal_re,
    Complex.ofReal_im, zero_add]
  ring
```

The balance for matrices follows by replacing the sequence with the grid values. `Fin.last n` is the outflow point.

```lean
/-- Energy balance for `n ≥ 1` and `h > 0`: the real part of `v* H (D + τ H⁻¹ e₀ e₀ᵀ) v`
is `(τ - 1/2) |v₀|² + |vₙ|² / 2`. -/
theorem energy_balance {n : ℕ} {h : ℝ} (hn : 1 ≤ n) (hh : 0 < h) (τ : ℝ)
    (v : Fin (n + 1) → ℂ) :
    (star v ⬝ᵥ (normMatrix n h *ᵥ (transport n h τ *ᵥ v))).re =
      (τ - 1 / 2) * ‖v 0‖ ^ 2 + 1 / 2 * ‖v (Fin.last n)‖ ^ 2 := by
  obtain ⟨m, rfl⟩ : ∃ m, n = m + 1 := ⟨n - 1, by omega⟩
  calc _ = ∑ i : Fin (m + 1 + 1), (star (pt (i : ℕ) ⬝ᵥ v) *
        stencil (m + 1) τ (fun k => pt k ⬝ᵥ v) i).re := by
        rw [dotProduct, Complex.re_sum]
        exact Finset.sum_congr rfl fun i _ => by
          rw [weighted_row hh, pt_dot v i, Pi.star_apply]
    _ = ∑ k ∈ Finset.range (m + 1 + 1), (star (pt k ⬝ᵥ v) *
        stencil (m + 1) τ (fun k => pt k ⬝ᵥ v) k).re :=
        Fin.sum_univ_eq_sum_range (fun k => (star (pt k ⬝ᵥ v) *
          stencil (m + 1) τ (fun k => pt k ⬝ᵥ v) k).re) (m + 1 + 1)
    _ = (τ - 1 / 2) * ‖pt 0 ⬝ᵥ v‖ ^ 2 + 1 / 2 * ‖pt (m + 1) ⬝ᵥ v‖ ^ 2 :=
        stencil_sum (fun k => pt k ⬝ᵥ v) τ m
    _ = _ := by
        rw [show pt 0 ⬝ᵥ v = v 0 from pt_dot v 0,
          show pt (m + 1) ⬝ᵥ v = v (Fin.last (m + 1)) from pt_dot v (Fin.last (m + 1))]
```

## The outflow value of an eigenvector

An eigenvector is given by two hypotheses, `v ≠ 0` and `transport n h τ *ᵥ v = μ • v`. The induction in `step` runs over the distance `j` from the outflow and carries two neighbouring zeros, as the interior rows require. No condition on τ is needed, because row 0 is never used.

```lean
/-- For `n ≥ 1` and `h > 0`, an eigenvector of the penalized operator does not vanish
at the outflow point. -/
theorem outflow_ne_zero {n : ℕ} {h τ : ℝ} (hn : 1 ≤ n) (hh : 0 < h) {μ : ℂ}
    {v : Fin (n + 1) → ℂ} (hv0 : v ≠ 0) (hv : transport n h τ *ᵥ v = μ • v) :
    v (Fin.last n) ≠ 0 := by
  intro hl
  have hrow : ∀ k, k < n + 1 → stencil n τ (fun k => pt k ⬝ᵥ v) k =
      weight n h k * (μ * (pt k ⬝ᵥ v)) := by
    intro k hk
    have e := weighted_row hh τ v ⟨k, hk⟩
    rw [hv, normMatrix, Matrix.mulVec_diagonal, Pi.smul_apply, smul_eq_mul,
      ← pt_dot v ⟨k, hk⟩] at e
    exact e.symm
  have hlast : pt n ⬝ᵥ v = 0 := (pt_dot v (Fin.last n)).trans hl
  -- the zero travels upstream, one grid point per row
  have step : ∀ j, j + 1 ≤ n → pt (n - j) ⬝ᵥ v = 0 ∧ pt (n - (j + 1)) ⬝ᵥ v = 0 := by
    intro j
    induction j with
    | zero =>
      intro _
      have e := hrow n (by omega)
      rw [stencil, if_neg (by omega), if_pos rfl, hlast, mul_zero, mul_zero] at e
      refine ⟨hlast, ?_⟩
      change pt (n - 1) ⬝ᵥ v = 0
      linear_combination -2 * e
    | succ j ih =>
      intro hj
      obtain ⟨a, b⟩ := ih (by omega)
      have e := hrow (n - (j + 1)) (by omega)
      rw [stencil, if_neg (by omega), if_neg (by omega), b, mul_zero, mul_zero,
        show n - (j + 1) + 1 = n - j by omega,
        show n - (j + 1) - 1 = n - (j + 1 + 1) by omega, a] at e
      exact ⟨b, by linear_combination -2 * e⟩
  apply hv0
  funext i
  have hi := i.isLt
  rw [Pi.zero_apply, ← pt_dot v i]
  by_cases h1 : (i : ℕ) = n
  · rw [h1]
    exact hlast
  · have e := (step (n - 1 - i) (by omega)).2
    rwa [show n - (n - 1 - (i : ℕ) + 1) = i by omega] at e
```

## Positive real part and invertibility

In the main theorem, `hE` rewrites the left side of the balance as Re μ times the discrete energy. If Re μ were not positive, that side would be at most zero while the right side is positive; `nlinarith` closes this contradiction.

```lean
/-- For `n ≥ 1`, `h > 0` and penalty strength `τ ≥ 1/2`, every complex eigenvalue of
`D + τ H⁻¹ e₀ e₀ᵀ` has strictly positive real part. -/
theorem eigenvalue_re_pos {n : ℕ} {h τ : ℝ} (hn : 1 ≤ n) (hh : 0 < h) (hτ : 1 / 2 ≤ τ)
    {μ : ℂ} {v : Fin (n + 1) → ℂ} (hv0 : v ≠ 0) (hv : transport n h τ *ᵥ v = μ • v) :
    0 < μ.re := by
  have hb := energy_balance hn hh τ v
  -- on an eigenvector the balance is the eigenvalue times the discrete energy
  have hE : (star v ⬝ᵥ (normMatrix n h *ᵥ (μ • v))).re =
      μ.re * ∑ i : Fin (n + 1), weight n h i * ‖v i‖ ^ 2 := by
    rw [dotProduct, Complex.re_sum, Finset.mul_sum]
    refine Finset.sum_congr rfl fun i _ => ?_
    rw [normMatrix, Matrix.mulVec_diagonal, Pi.star_apply, Pi.smul_apply, smul_eq_mul,
      ← Complex.normSq_eq_norm_sq, Complex.normSq_apply]
    simp only [Complex.star_def, Complex.mul_re, Complex.mul_im, Complex.conj_re,
      Complex.conj_im, Complex.ofReal_re, Complex.ofReal_im]
    ring
  have hpos : 0 ≤ ∑ i : Fin (n + 1), weight n h i * ‖v i‖ ^ 2 := by
    refine Finset.sum_nonneg fun i _ => mul_nonneg ?_ (sq_nonneg _)
    unfold weight
    split_ifs <;> positivity
  have hout : 0 < ‖v (Fin.last n)‖ ^ 2 :=
    pow_pos (norm_pos_iff.mpr (outflow_ne_zero hn hh hv0 hv)) 2
  have hin : 0 ≤ (τ - 1 / 2) * ‖v 0‖ ^ 2 := mul_nonneg (by linarith) (sq_nonneg _)
  rw [hv, hE] at hb
  by_contra hneg
  nlinarith [mul_nonneg (neg_nonneg.mpr (not_lt.mp hneg)) hpos]
```

A singular matrix would have a nonzero kernel vector, which is an eigenvector with μ = 0.

```lean
/-- For `n ≥ 1`, `h > 0` and `τ ≥ 1/2`, the penalized transport operator is invertible. -/
theorem transport_isUnit {n : ℕ} {h τ : ℝ} (hn : 1 ≤ n) (hh : 0 < h) (hτ : 1 / 2 ≤ τ) :
    IsUnit (transport n h τ) := by
  rw [Matrix.isUnit_iff_isUnit_det, isUnit_iff_ne_zero]
  intro hd
  obtain ⟨v, hv0, hv⟩ := Matrix.exists_mulVec_eq_zero_iff.mpr hd
  have hp := eigenvalue_re_pos (μ := 0) hn hh hτ hv0 (by rw [hv, zero_smul])
  simp at hp
```

The last theorem applies D to the constant function 1.

```lean
/-- For `n ≥ 1`, the difference matrix without penalty is not invertible. -/
theorem diffMatrix_not_isUnit {n : ℕ} (hn : 1 ≤ n) (h : ℝ) :
    ¬ IsUnit (diffMatrix n h) := by
  have p : ∀ k, k < n + 1 → pt k ⬝ᵥ (fun _ : Fin (n + 1) => (1 : ℂ)) = 1 :=
    fun k hk => pt_dot _ ⟨k, hk⟩
  -- constants are annihilated
  have hker : diffMatrix n h *ᵥ (fun _ => (1 : ℂ)) = 0 := by
    funext i
    have hi := i.isLt
    rw [diffMatrix_apply, Pi.zero_apply]
    split_ifs with h0 h1
    · rw [p 1 (by omega), p 0 (by omega), sub_self, mul_zero]
    · rw [p i hi, p (i - 1) (by omega), sub_self, mul_zero]
    · rw [p (i + 1) (by omega), p (i - 1) (by omega), sub_self, mul_zero]
  rw [Matrix.isUnit_iff_isUnit_det, isUnit_iff_ne_zero, not_not]
  exact Matrix.exists_mulVec_eq_zero_iff.mp
    ⟨fun _ => 1, fun hz => one_ne_zero (congrFun hz 0), hker⟩

end

end InflowPenaltySpectrum
```

```lean
#print axioms InflowPenaltySpectrum.eigenvalue_re_pos
#print axioms InflowPenaltySpectrum.transport_isUnit
#print axioms InflowPenaltySpectrum.diffMatrix_not_isUnit
```

```
'InflowPenaltySpectrum.eigenvalue_re_pos' depends on axioms: [propext, Classical.choice, Quot.sound]
'InflowPenaltySpectrum.transport_isUnit' depends on axioms: [propext, Classical.choice, Quot.sound]
'InflowPenaltySpectrum.diffMatrix_not_isUnit' depends on axioms: [propext, Classical.choice, Quot.sound]
```

## What this says about a simulation

For one-dimensional transport at unit speed on a uniform grid, discretized by A with τ ≥ 1/2, the semi-discrete system with zero inflow data has only decaying modes, and the steady problem with given source and inflow value has exactly one discrete solution. The theorems concern each fixed grid; passing from these matrices to the differential equation as h → 0 needs a separate convergence argument. They give no lower bound on Re μ that is uniform in n, and they do not treat time stepping. The condition τ ≥ 1/2 is sufficient; the singular matrix D shows only that τ = 0 must be excluded.
